# A velocity parameter that adds under collinear relativistic composition and is continuous at rest is a unique constant multiple of rapidity

In units of the speed of light, collinear velocities a and b compose to (a + b)/(1 + ab), and the rapidity of v is ½ log((1 + v)/(1 − v)). The failing theorem takes a real function f that is continuous at v = 0 and whose value at a composed velocity is the sum of its values at the two parts, whenever both lie strictly between −1 and 1. It states that there is exactly one real constant c, possibly zero, such that f(v) is c times the rapidity of v for every v in that range. The proof passes to the function g(w) = f(tanh w), which is additive on the real line, and seeks its continuity at 0, from which continuity everywhere and then linearity follow, with c = f(tanh 1).

Lean 4 with Mathlib refuses this proof:

```lean
import Mathlib

open Set

namespace RapidityUniqueness

noncomputable section

/-- Relativistic composition of two collinear velocities, in units of the speed of light. -/
def compose (a b : ℝ) : ℝ := (a + b) / (1 + a * b)

/-- The rapidity belonging to the velocity `v`, in units of the speed of light. -/
def rapidity (v : ℝ) : ℝ := 1 / 2 * Real.log ((1 + v) / (1 - v))

/-- The parameter `f` of a composed velocity is the sum of the parameters of its two parts,
for all velocities below the speed of light. -/
def IsAdditiveParameter (f : ℝ → ℝ) : Prop :=
  ∀ a ∈ Ioo (-1 : ℝ) 1, ∀ b ∈ Ioo (-1 : ℝ) 1, f (compose a b) = f a + f b

/-- The hyperbolic tangent of any real number is a velocity below the speed of light. -/
theorem tanh_mem (w : ℝ) : Real.tanh w ∈ Ioo (-1 : ℝ) 1 := by
  have h1 := Real.cosh_add_sinh w
  have h2 := Real.cosh_sub_sinh w
  have p1 := Real.exp_pos w
  have p2 := Real.exp_pos (-w)
  rw [Real.tanh_eq_sinh_div_cosh]
  constructor
  · rw [lt_div_iff₀ (Real.cosh_pos w)]
    linarith
  · rw [div_lt_iff₀ (Real.cosh_pos w)]
    linarith

/-- The velocity `tanh w` has rapidity `w`. -/
theorem rapidity_tanh (w : ℝ) : rapidity (Real.tanh w) = w := by
  have hc : Real.cosh w ≠ 0 := (Real.cosh_pos w).ne'
  -- the two Doppler-like factors are exponentials over the same denominator
  have h1 : 1 + Real.tanh w = Real.exp w / Real.cosh w := by
    rw [Real.tanh_eq_sinh_div_cosh, ← Real.cosh_add_sinh w, add_div, div_self hc]
  have h2 : 1 - Real.tanh w = Real.exp (-w) / Real.cosh w := by
    rw [Real.tanh_eq_sinh_div_cosh, ← Real.cosh_sub_sinh w, sub_div, div_self hc]
  unfold rapidity
  rw [h1, h2, div_div_div_cancel_right₀ hc,
    Real.log_div (Real.exp_ne_zero _) (Real.exp_ne_zero _), Real.log_exp, Real.log_exp]
  ring

/-- A velocity below the speed of light is the hyperbolic tangent of its rapidity. -/
theorem tanh_rapidity {v : ℝ} (hv : v ∈ Ioo (-1 : ℝ) 1) : Real.tanh (rapidity v) = v := by
  have hp : 0 < 1 + v := by linarith [hv.1]
  have hm : 0 < 1 - v := by linarith [hv.2]
  have hE : Real.exp (rapidity v) * Real.exp (rapidity v) * (1 - v) = 1 + v := by
    have h : rapidity v + rapidity v = Real.log ((1 + v) / (1 - v)) := by
      unfold rapidity
      ring
    rw [← Real.exp_add, h, Real.exp_log (div_pos hp hm), div_mul_cancel₀ _ hm.ne']
  have hEF : Real.exp (rapidity v) * Real.exp (-rapidity v) = 1 := by
    rw [← Real.exp_add, add_neg_cancel, Real.exp_zero]
  have hs := Real.cosh_add_sinh (rapidity v)
  have hd := Real.cosh_sub_sinh (rapidity v)
  rw [Real.tanh_eq_sinh_div_cosh, div_eq_iff (Real.cosh_pos _).ne']
  linear_combination (1 - v) / 2 * hs - (1 + v) / 2 * hd
    + Real.exp (-rapidity v) / 2 * hE - Real.exp (rapidity v) * (1 - v) / 2 * hEF

/-- Adding two rapidities composes the corresponding velocities. -/
theorem tanh_add_eq_compose (x y : ℝ) :
    Real.tanh (x + y) = compose (Real.tanh x) (Real.tanh y) := by
  have hx : Real.cosh x ≠ 0 := (Real.cosh_pos x).ne'
  have hy : Real.cosh y ≠ 0 := (Real.cosh_pos y).ne'
  have hden : 1 + Real.sinh x / Real.cosh x * (Real.sinh y / Real.cosh y)
      = (Real.cosh x * Real.cosh y + Real.sinh x * Real.sinh y)
        / (Real.cosh x * Real.cosh y) := by
    rw [div_mul_div_comm, add_div, div_self (mul_ne_zero hx hy)]
  unfold compose
  rw [Real.tanh_eq_sinh_div_cosh, Real.tanh_eq_sinh_div_cosh x,
    Real.tanh_eq_sinh_div_cosh y, hden, div_add_div _ _ hx hy,
    div_div_div_cancel_right₀ (mul_ne_zero hx hy), Real.sinh_add, Real.cosh_add]

/-- An additive velocity parameter that is continuous at rest is, below the speed of light, a
constant multiple of rapidity, with a unique constant. -/
theorem existsUnique_of_continuousAt_rest {f : ℝ → ℝ} (hc : ContinuousAt f 0)
    (hf : IsAdditiveParameter f) :
    ∃! c : ℝ, ∀ v ∈ Ioo (-1 : ℝ) 1, f v = c * rapidity v := by
  -- as a function of rapidity, the parameter is an additive map of the real line
  have hadd : ∀ x y : ℝ, f (Real.tanh (x + y)) = f (Real.tanh x) + f (Real.tanh y) := by
    intro x y
    rw [tanh_add_eq_compose]
    exact hf _ (tanh_mem x) _ (tanh_mem y)
  let g : ℝ →+ ℝ := AddMonoidHom.mk' (fun w => f (Real.tanh w)) hadd
  have htanh : Continuous Real.tanh := by
    have h : Real.tanh = fun w => Real.sinh w / Real.cosh w :=
      funext Real.tanh_eq_sinh_div_cosh
    rw [h]
    exact Real.continuous_sinh.div Real.continuous_cosh (fun w => (Real.cosh_pos w).ne')
  have h0 : ContinuousAt f (Real.tanh 0) := by
    rw [Real.tanh_zero]
    exact hc
  have hg0 : ContinuousAt g 0 := ContinuousAt.comp h0 htanh.continuousAt
  have hg : Continuous g := continuous_of_continuousAt_zero g hg0
  -- a continuous additive map of the real line is linear
  have hlin : ∀ w : ℝ, f (Real.tanh w) = w * f (Real.tanh 1) := by
    intro w
    have h := map_real_smul g hg w 1
    simp only [smul_eq_mul, mul_one] at h
    exact h
  refine ⟨f (Real.tanh 1), ?_, ?_⟩
  · intro v hv
    have h := hlin (rapidity v)
    rw [tanh_rapidity hv] at h
    rw [h, mul_comm]
  · intro c h
    have h1 := h _ (tanh_mem 1)
    rw [rapidity_tanh, mul_one] at h1
    exact h1.symm

end

end RapidityUniqueness
```

Messages:

```
Main.lean:96:51: error: Application type mismatch: The argument
  h0
has type
  ContinuousAt f (Real.tanh 0)
but is expected to have type
  ContinuousAt (⇑g) 0
in the application
  ContinuousAt.comp h0
```

Cause. The error is in the proof that `g` is continuous at 0. `ContinuousAt.comp` concludes that a composite of two functions is continuous at a point, but the goal, `ContinuousAt g 0`, doesn't display `g` as a composite. Lean had to work out the two functions by matching against that goal, and it took the outer one to be `g` itself, which leaves the identity as the inner one. It therefore expected the first argument to prove `ContinuousAt (⇑g) 0`, whereas `h0` proves `ContinuousAt f (Real.tanh 0)`.

The repair first states the composite explicitly, as `hcomp : ContinuousAt (f ∘ Real.tanh) 0`. Now the outer function is matched to `f` and the inner one to `Real.tanh`, so `h0` and `htanh.continuousAt` both fit. The second new line gives `hcomp` as the proof of `ContinuousAt g 0`. Lean accepts this because `g` was defined by `fun w => f (Real.tanh w)`, so the two statements agree once definitions are unfolded.

The mended proof, as a diff:

```diff
@@ -94,5 +94,6 @@
     rw [Real.tanh_zero]
     exact hc
-  have hg0 : ContinuousAt g 0 := ContinuousAt.comp h0 htanh.continuousAt
+  have hcomp : ContinuousAt (f ∘ Real.tanh) 0 := ContinuousAt.comp h0 htanh.continuousAt
+  have hg0 : ContinuousAt g 0 := hcomp
   have hg : Continuous g := continuous_of_continuousAt_zero g hg0
   -- a continuous additive map of the real line is linear
```
